# A four-spin state with the triplet value ⟨S²⟩ = 2 and no triplet component

For four spins 1/2, the unit vector

ψ = √(2/3) [12][34] + √(1/3) uuuu

has ⟨S²⟩ = 2, exactly the value S(S+1) of a triplet with S = 1. Yet its variance of S² is 8, it is not an eigenvector of S², and it is orthogonal to every triplet vector. Here u and d are spin up and down, [12] = (ud − du)/√2 is the singlet on sites 1 and 2, and ħ = 1.

In electronic structure, ⟨S²⟩ is a common check for spin contamination. This example, built from four spins without orbitals, shows that the right mean alone does not in general establish a pure spin state. For a unit state, zero variance does. There is an important exception: if the state has a definite Sz = S, as in the usual unrestricted calculation of a triplet with Sz = 1, then S(S+1) is the lowest possible value of ⟨S²⟩, and reaching it does establish a pure spin state.

## Four spins on fixed sites

A state is an amplitude ψ(a, b, c, d) with one two-valued index per site, 0 for up and 1 for down. Physically, the spins are localised and only their spin degrees of freedom are kept.

```lean
import Mathlib

open Matrix ComplexConjugate

namespace FourSpinPurity

noncomputable section

/-- A state of four spins 1/2: one amplitude for each choice of the four spin indices,
with 0 for up and 1 for down. -/
abbrev State := Fin 2 → Fin 2 → Fin 2 → Fin 2 → ℂ
```

The one-spin components are the usual Pauli matrices divided by two.

```lean
/-- The x component of a single spin 1/2, in units of ħ. -/
def sx : Matrix (Fin 2) (Fin 2) ℂ := !![0, 1/2; 1/2, 0]

/-- The y component of a single spin 1/2, in units of ħ. -/
def sy : Matrix (Fin 2) (Fin 2) ℂ := !![0, -Complex.I/2; Complex.I/2, 0]

/-- The z component of a single spin 1/2, in units of ħ. -/
def sz : Matrix (Fin 2) (Fin 2) ℂ := !![1/2, 0; 0, -1/2]
```

Summing a one-spin matrix A over the sites gives a total operator. Despite its name, `totalSpin` accepts any 2 × 2 matrix; it is a spin component when A is `sx`, `sy` or `sz`.

```lean
/-- The sum over the four sites of the one-spin operator `A`. -/
def totalSpin (A : Matrix (Fin 2) (Fin 2) ℂ) (ψ : State) : State := fun a b c d =>
  ∑ x, (A a x * ψ x b c d + A b x * ψ a x c d + A c x * ψ a b x d + A d x * ψ a b c x)

/-- The total spin operator S² = Sx² + Sy² + Sz². -/
def spinSq (ψ : State) : State :=
  totalSpin sx (totalSpin sx ψ) + totalSpin sy (totalSpin sy ψ) + totalSpin sz (totalSpin sz ψ)
```

The inner product conjugates its first argument. The mean and variance have complex type, and their definitions do not divide by the norm, so they carry their usual meaning only for unit states.

```lean
/-- The inner product ⟨φ|ψ⟩. -/
def braket (φ ψ : State) : ℂ := ∑ a, ∑ b, ∑ c, ∑ d, conj (φ a b c d) * ψ a b c d

/-- The mean ⟨S²⟩ in a unit state. -/
def spinMean (ψ : State) : ℂ := braket ψ (spinSq ψ)

/-- The variance ⟨S⁴⟩ - ⟨S²⟩² in a unit state. -/
def spinVariance (ψ : State) : ℂ := braket ψ (spinSq (spinSq ψ)) - spinMean ψ ^ 2
```

The matrix `eps` is the unnormalised pair ud − du. The factor 1/2 in `singletPairs` is (1/√2)², which normalises both pairs together.

```lean
/-- The antisymmetric pair ud - du, not normalised. -/
def eps : Matrix (Fin 2) (Fin 2) ℂ := !![0, 1; -1, 0]

/-- The state [12][34]: normalised singlets on sites 1, 2 and on sites 3, 4. -/
def singletPairs : State := fun a b c d => 1/2 * eps a b * eps c d

/-- The up state of one spin. -/
def up : Fin 2 → ℂ := ![1, 0]

/-- The state uuuu with all four spins up. -/
def allUp : State := fun a b c d => up a * up b * up c * up d

/-- The state √(2/3) [12][34] + √(1/3) uuuu. -/
def counterState : State :=
  ((√(2/3) : ℝ) : ℂ) • singletPairs + ((√(1/3) : ℝ) : ℂ) • allUp
```

Four electrons can carry the same spin state, one in each of four orthonormal orbitals, with an antisymmetrised wavefunction; this passage to electrons is not formalised here. Note also that ψ mixes total Sz = 0 and Sz = 2, whereas many calculations fix Sz. Replacing uuuu by the normalised S = 2 state with Sz = 0 would leave the mean and variance of S² the same.

## Hermitian one-spin matrices

Hermiticity, conj(A(i, j)) = A(j, i), expresses that a spin component is an observable. By hand, it moves A from one side of the inner product to the other:

Σ conj(φ(a)) A(a, x) χ(x) = Σ conj(A(x, a) φ(a)) χ(x),

with the other three indices held fixed. Summing over sites makes each total component J Hermitian, and two such moves give ⟨φ|J²χ⟩ = ⟨J²φ|χ⟩. Adding the three squares gives the result for S².

The Lean proof of Hermiticity uses the inner product's linearity in its second argument and conjugate-linearity in its first. The linearity of S² is also proved here, for use in later sections. All three follow by expanding the finite sums.

```lean
/-- The number 2 is its own complex conjugate. -/
theorem conj_two : conj (2 : ℂ) = 2 := Complex.ext (by simp) (by simp)

/-- The inner product is linear in its second argument. -/
theorem braket_right (x y : ℂ) (φ ψ χ : State) :
    braket φ (x • ψ + y • χ) = x * braket φ ψ + y * braket φ χ := by
  simp only [braket, Fin.sum_univ_two, Pi.add_apply, Pi.smul_apply, smul_eq_mul]
  ring

/-- The inner product is conjugate-linear in its first argument. -/
theorem braket_left (x y : ℂ) (φ ψ χ : State) :
    braket (x • ψ + y • χ) φ = conj x * braket ψ φ + conj y * braket χ φ := by
  simp only [braket, Fin.sum_univ_two, Pi.add_apply, Pi.smul_apply, smul_eq_mul,
    map_add, map_mul]
  ring

/-- S² is a linear operator. -/
theorem spinSq_linear (x y : ℂ) (φ ψ : State) :
    spinSq (x • φ + y • ψ) = x • spinSq φ + y • spinSq ψ := by
  have hJ : ∀ (A : Matrix (Fin 2) (Fin 2) ℂ) (φ ψ : State),
      totalSpin A (x • φ + y • ψ) = x • totalSpin A φ + y • totalSpin A ψ := by
    intro A φ ψ
    funext a b c d
    simp only [totalSpin, Fin.sum_univ_two, Pi.add_apply, Pi.smul_apply, smul_eq_mul]
    ring
  simp only [spinSq, hJ]
  module
```

In the next proof, `hJ` is the single move for a Hermitian A, while `hx`, `hy` and `hz` check the three matrices. The final rewrites make two moves per component.

```lean
set_option maxHeartbeats 400000 in
/-- S² is Hermitian. -/
theorem spinSq_hermitian (φ χ : State) : braket φ (spinSq χ) = braket (spinSq φ) χ := by
  -- a Hermitian one-spin matrix gives a Hermitian total operator
  have hJ : ∀ A : Matrix (Fin 2) (Fin 2) ℂ, (∀ i j, conj (A i j) = A j i) →
      ∀ φ χ, braket φ (totalSpin A χ) = braket (totalSpin A φ) χ := by
    intro A hA φ χ
    simp only [braket, totalSpin, Fin.sum_univ_two, map_add, map_mul, hA]
    ring
  have hx : ∀ i j, conj (sx i j) = sx j i := by
    intro i j; fin_cases i <;> fin_cases j <;> simp [sx, conj_two]
  have hy : ∀ i j, conj (sy i j) = sy j i := by
    intro i j; fin_cases i <;> fin_cases j <;> simp [sy, conj_two]
  have hz : ∀ i j, conj (sz i j) = sz j i := by
    intro i j; fin_cases i <;> fin_cases j <;> simp [sz, conj_two]
  have hr : ∀ α β γ : State, braket α (β + γ) = braket α β + braket α γ := by
    intro α β γ; simpa using braket_right 1 1 α β γ
  have hl : ∀ α β γ : State, braket (β + γ) α = braket β α + braket γ α := by
    intro α β γ; simpa using braket_left 1 1 α β γ
  simp only [spinSq, hr, hl]
  rw [hJ sx hx φ, hJ sx hx (totalSpin sx φ), hJ sy hy φ, hJ sy hy (totalSpin sy φ),
    hJ sz hz φ, hJ sz hz (totalSpin sz φ)]
```

Without Hermiticity of A the move fails: the raising matrix summed over sites has the lowering operator as its adjoint.

## Zero trace on a singlet pair

The spin matrices have trace zero, which is why their sum over two sites annihilates a singlet. Write A u = t u + q d and A d = p u − t d, with numbers t, p and q. Then

(A₁ + A₂)(ud − du)
= (t ud + q dd) + (p uu − t ud) − (p uu − t du) − (t du + q dd)
= 0.

The same holds for [34], so Sx, Sy and Sz each annihilate [12][34], and S² [12][34] = 0. In Lean, `h` is this two-site cancellation, checked for all four index pairs; `linear_combination` applies it once to each pair.

```lean
/-- The paired state [12][34] satisfies S² [12][34] = 0. -/
theorem spinSq_singletPairs : spinSq singletPairs = 0 := by
  have hJ : ∀ A : Matrix (Fin 2) (Fin 2) ℂ, A 0 0 + A 1 1 = 0 →
      totalSpin A singletPairs = 0 := by
    intro A hA
    have h11 : A 1 1 = -A 0 0 := by linear_combination hA
    -- a traceless operator, summed over the two sites of a singlet, gives zero
    have h : ∀ a b, A a 0 * eps 0 b + A a 1 * eps 1 b + A b 0 * eps a 0
        + A b 1 * eps a 1 = 0 := by
      intro a b
      fin_cases a <;> fin_cases b <;> simp [eps, h11]
    funext a b c d
    simp only [totalSpin, singletPairs, Fin.sum_univ_two, Pi.zero_apply]
    linear_combination (1/2 * eps c d) * h a b + (1/2 * eps a b) * h c d
  have h0 : ∀ A, totalSpin A 0 = 0 := by
    intro A; funext a b c d; simp [totalSpin]
  rw [spinSq, hJ sx (by simp [sx]), hJ sy (by simp [sy]), hJ sz (by norm_num [sz])]
  simp [h0]
```

For a general A, the total operator multiplies [12][34] by 2 tr A. The identity matrix, for instance, gives the factor 4.

The other component needs no trace argument. Expand

S² = Σᵢ sᵢ² + 2 Σᵢ<ⱼ sᵢ·sⱼ.

Each sᵢ² equals 3/4. On uu, the x and y products give dd/4 and −dd/4, which cancel, and the z product gives uu/4. With four sites and six pairs,

S² uuuu = (4 · 3/4 + 2 · 6 · 1/4) uuuu = 6 uuuu,

the value for S = 2. The facts `h1` and `h2` are the one-site and two-site contributions, and the last step adds four of the first and twice six of the second.

```lean
/-- The state with all spins up satisfies S² uuuu = 6 uuuu. -/
theorem spinSq_allUp : spinSq allUp = (6 : ℂ) • allUp := by
  -- one site contributes 3/4, and two different sites contribute 1/4
  have h1 : ∀ a, sx a 0 * sx 0 0 + sx a 1 * sx 1 0 + (sy a 0 * sy 0 0 + sy a 1 * sy 1 0)
      + (sz a 0 * sz 0 0 + sz a 1 * sz 1 0) = 3/4 * up a := by
    intro a
    fin_cases a <;> norm_num [sx, sy, sz, up, Complex.ext_iff]
  have h2 : ∀ a b, sx a 0 * sx b 0 + sy a 0 * sy b 0 + sz a 0 * sz b 0
      = 1/4 * (up a * up b) := by
    intro a b
    fin_cases a <;> fin_cases b <;> norm_num [sx, sy, sz, up, Complex.ext_iff]
  have u0 : up 0 = 1 := by simp [up]
  have u1 : up 1 = 0 := by simp [up]
  funext a b c d
  simp only [spinSq, totalSpin, allUp, Fin.sum_univ_two, Pi.add_apply, Pi.smul_apply,
    smul_eq_mul, u0, u1]
  linear_combination (up b * up c * up d) * h1 a + (up a * up c * up d) * h1 b
    + (up a * up b * up d) * h1 c + (up a * up b * up c) * h1 d
    + 2 * (up c * up d) * h2 a b + 2 * (up b * up d) * h2 a c + 2 * (up b * up c) * h2 a d
    + 2 * (up a * up d) * h2 b c + 2 * (up a * up c) * h2 b d + 2 * (up a * up b) * h2 c d
```

## Amplitudes with |a|² + |b|² = 1

This condition says that |a|² and |b|² are the probabilities of finding S = 0 and S = 2 in a[12][34] + b uuuu. The two components are orthonormal, so the squared norm is |a|² + |b|² = 1. Applying S² once and twice gives 6b uuuu and 36b uuuu. Therefore

⟨S²⟩ = 6|b|²,
⟨S⁴⟩ − ⟨S²⟩² = 36|b|² − 36|b|⁴ = 36|b|²(1 − |b|²) = 36|a|²|b|².

The condition enters the norm and the last equality. In Lean it becomes `hN`; `hov` computes overlaps and `hS` the action of S².

```lean
/-- If |a|² + |b|² = 1, the state a [12][34] + b uuuu is a unit vector with
⟨S²⟩ = 6|b|² and variance 36|a|²|b|². -/
theorem superposition_moments (a b : ℂ) (h : ‖a‖ ^ 2 + ‖b‖ ^ 2 = 1) :
    braket (a • singletPairs + b • allUp) (a • singletPairs + b • allUp) = 1 ∧
    spinMean (a • singletPairs + b • allUp) = 6 * (‖b‖ : ℂ) ^ 2 ∧
    spinVariance (a • singletPairs + b • allUp) = 36 * (‖a‖ : ℂ) ^ 2 * (‖b‖ : ℂ) ^ 2 := by
  have hQQ : braket singletPairs singletPairs = 1 := by
    norm_num [braket, singletPairs, eps, Fin.sum_univ_two, conj_two]
  have hQU : braket singletPairs allUp = 0 := by
    simp [braket, singletPairs, allUp, eps, up, Fin.sum_univ_two]
  have hUQ : braket allUp singletPairs = 0 := by
    simp [braket, singletPairs, allUp, eps, up, Fin.sum_univ_two]
  have hUU : braket allUp allUp = 1 := by
    simp [braket, allUp, up, Fin.sum_univ_two]
  have hov : ∀ x y : ℂ, braket (a • singletPairs + b • allUp)
      (x • singletPairs + y • allUp) = conj a * x + conj b * y := by
    intro x y
    rw [braket_left, braket_right, braket_right, hQQ, hQU, hUQ, hUU]
    ring
  have hS : ∀ x y : ℂ, spinSq (x • singletPairs + y • allUp)
      = (0 : ℂ) • singletPairs + (6 * y) • allUp := by
    intro x y
    rw [spinSq_linear, spinSq_singletPairs, spinSq_allUp]
    module
  have hN : conj a * a + conj b * b = 1 := by
    rw [Complex.conj_mul', Complex.conj_mul']
    exact_mod_cast h
  refine ⟨by rw [hov, hN], ?_, ?_⟩
  · simp only [spinMean, hS, hov]
    rw [← Complex.conj_mul' b]
    ring
  · simp only [spinVariance, spinMean, hS, hov]
    rw [← Complex.conj_mul' a, ← Complex.conj_mul' b]
    linear_combination (-36 * conj b * b) * hN
```

Without it, the variance formula can fail: a = 0 and b = 2 give `spinVariance` the value 144 − 576 = −432, while 36|a|²|b|² is 0.

## A unit state for the variance criterion

Let ⟨ψ|ψ⟩ = 1, now for any four-spin state ψ, and let m = ⟨ψ|S²ψ⟩, which is real because S² is Hermitian. Then

‖(S² − m)ψ‖² = ⟨S⁴⟩ − 2m² + m²⟨ψ|ψ⟩ = ⟨S⁴⟩ − m².

If the variance is zero, this vector has zero norm, so S²ψ = mψ. Conversely, S²ψ = cψ gives ⟨S²⟩ = c and ⟨S⁴⟩ = c², hence zero variance.

In Lean, `hpos` shows that only the zero vector has zero norm, `hreal` that m is real, and `hd` is the squared-norm identity with the variance set to zero. The hypothesis `hψ` is used in both directions.

```lean
/-- For a unit state, the variance of S² vanishes exactly when the state is an
eigenvector of S². -/
theorem variance_zero_iff (ψ : State) (hψ : braket ψ ψ = 1) :
    spinVariance ψ = 0 ↔ ∃ c : ℂ, spinSq ψ = c • ψ := by
  constructor
  · intro h
    have hpos : ∀ φ : State, braket φ φ = 0 → φ = 0 := by
      intro φ hφ
      have hr : ∑ a, ∑ b, ∑ c, ∑ d, ‖φ a b c d‖ ^ 2 = 0 := by
        simp only [braket, Complex.conj_mul'] at hφ
        exact_mod_cast hφ
      funext a b c d
      have h1 := (Finset.sum_eq_zero_iff_of_nonneg (fun _ _ => by positivity)).1 hr a
        (Finset.mem_univ _)
      have h2 := (Finset.sum_eq_zero_iff_of_nonneg (fun _ _ => by positivity)).1 h1 b
        (Finset.mem_univ _)
      have h3 := (Finset.sum_eq_zero_iff_of_nonneg (fun _ _ => by positivity)).1 h2 c
        (Finset.mem_univ _)
      have h4 := (Finset.sum_eq_zero_iff_of_nonneg (fun _ _ => by positivity)).1 h3 d
        (Finset.mem_univ _)
      simpa using h4
    have hc : ∀ φ χ, conj (braket φ χ) = braket χ φ := by
      intro φ χ; simp [braket, mul_comm]
    obtain ⟨m, hm⟩ : ∃ m, m = braket ψ (spinSq ψ) := ⟨_, rfl⟩
    have hreal : conj m = m := by rw [hm, hc, ← spinSq_hermitian]
    simp only [spinVariance, spinMean, ← hm] at h
    -- the variance is the squared norm of (S² - m) ψ
    have hd : braket ((1 : ℂ) • spinSq ψ + (-m) • ψ) ((1 : ℂ) • spinSq ψ + (-m) • ψ) = 0 := by
      rw [braket_left, braket_right, braket_right, ← spinSq_hermitian ψ (spinSq ψ),
        ← spinSq_hermitian ψ ψ, hψ, ← hm]
      simp only [map_neg, map_one, hreal]
      linear_combination h
    have h0 := hpos _ hd
    rw [one_smul, neg_smul, ← sub_eq_add_neg, sub_eq_zero] at h0
    exact ⟨m, h0⟩
  · rintro ⟨c, hc⟩
    have hS : spinSq (c • ψ) = c • spinSq ψ := by simpa using spinSq_linear c 0 ψ ψ
    have hb : ∀ z : ℂ, braket ψ (z • ψ) = z := by
      intro z; simpa [hψ] using braket_right z 0 ψ ψ ψ
    simp only [spinVariance, spinMean, hc, hS, smul_smul, hb]
    ring
```

A nonzero norm is not enough. The vector [12][34] + uuuu, of squared norm 2, gives `spinVariance` the value 36 − 6² = 0 but is not an eigenvector. In the other direction, 2 uuuu is an eigenvector with the value −432 found above.

## A comparison vector with S²χ = 2χ

The main theorem assumes nothing about its explicit state. Its one hypothesis concerns the comparison vector χ: S²χ = 2χ says that χ lies in the triplet space, with any Sz and any norm, zero included.

Setting |a|² = 2/3 and |b|² = 1/3 gives mean 6/3 = 2 and variance 36 · 2/9 = 8. Since 8 ≠ 0, the variance criterion excludes an eigenvector. For orthogonality, move S² across the inner product:

2⟨χ|[12][34]⟩ = ⟨χ|S² [12][34]⟩ = 0,
2⟨χ|uuuu⟩ = ⟨χ|S² uuuu⟩ = 6⟨χ|uuuu⟩.

Both overlaps vanish, and so does ⟨χ|ψ⟩. These two equations are `eQ` and `eU` in the proof, combined with the weights of the two components. The facts `ha` and `hb` evaluate the squared amplitudes.

For χ an eigenvector of S² with an unspecified eigenvalue, orthogonality can fail: uuuu has overlap √(1/3) with ψ.

```lean
/-- The state √(2/3) [12][34] + √(1/3) uuuu is a unit vector with ⟨S²⟩ = 2 and variance 8.
It is not an eigenvector of S², and it is orthogonal to every χ with S² χ = 2 χ. -/
theorem mean_does_not_certify_spin :
    braket counterState counterState = 1 ∧ spinMean counterState = 2 ∧
    spinVariance counterState = 8 ∧ (¬ ∃ c : ℂ, spinSq counterState = c • counterState) ∧
    ∀ χ : State, spinSq χ = (2 : ℂ) • χ → braket χ counterState = 0 := by
  have ha : ‖((√(2/3) : ℝ) : ℂ)‖ ^ 2 = 2/3 := by
    rw [Complex.norm_real, Real.norm_eq_abs, sq_abs, Real.sq_sqrt (by norm_num)]
  have hb : ‖((√(1/3) : ℝ) : ℂ)‖ ^ 2 = 1/3 := by
    rw [Complex.norm_real, Real.norm_eq_abs, sq_abs, Real.sq_sqrt (by norm_num)]
  obtain ⟨h1, h2, h3⟩ := superposition_moments ((√(2/3) : ℝ) : ℂ) ((√(1/3) : ℝ) : ℂ)
    (by rw [ha, hb]; norm_num)
  rw [← Complex.ofReal_pow, hb] at h2
  rw [← Complex.ofReal_pow, ← Complex.ofReal_pow, ha, hb] at h3
  have hv : spinVariance counterState = 8 := h3.trans (by norm_num)
  refine ⟨h1, h2.trans (by norm_num), hv, ?_, ?_⟩
  · intro he
    have h0 := (variance_zero_iff counterState h1).2 he
    rw [hv] at h0
    norm_num at h0
  · intro χ hχ
    -- eigenvectors of S² with different eigenvalues are orthogonal
    have hl : ∀ η, braket ((2 : ℂ) • χ) η = 2 * braket χ η := by
      intro η; simpa [conj_two] using braket_left 2 0 η χ χ
    have hr : braket χ ((6 : ℂ) • allUp) = 6 * braket χ allUp := by
      simpa using braket_right 6 0 χ allUp allUp
    have hz : braket χ 0 = 0 := by simp [braket]
    have eQ := spinSq_hermitian χ singletPairs
    rw [spinSq_singletPairs, hχ, hl, hz] at eQ
    have eU := spinSq_hermitian χ allUp
    rw [spinSq_allUp, hχ, hl, hr] at eU
    rw [counterState, braket_right]
    linear_combination (-(1/2) * ((√(2/3) : ℝ) : ℂ)) * eQ + (1/4 * ((√(1/3) : ℝ) : ℂ)) * eU

end

end FourSpinPurity
```

```lean
#print axioms FourSpinPurity.mean_does_not_certify_spin
```

```
'FourSpinPurity.mean_does_not_certify_spin' depends on axioms: [propext, Classical.choice, Quot.sound]
```
